# Band energy and free energy of Fermi-Dirac occupations bracket the sum of the lowest levels

Let two levels with energies $0$ and $\Delta>0$, each with room for one electron, hold one electron on average, at a temperature $T>0$ in energy units ($k_B=1$). By symmetry the chemical potential is $\mu=\Delta/2$. For $\Delta=2T\ln 3$ the Fermi-Dirac occupations are $3/4$ and $1/4$.

The band energy is $E=\Delta/4\approx 0.549\,T$. Each level has entropy $\ln 4-\tfrac34\ln 3\approx 0.562$, so $S\approx 1.125$ and $F=E-TS\approx -0.575\,T$. The lowest level alone gives $E_0=0$. Thermal promotion has raised $E$ above $E_0$, and the entropy term has lowered $F$ below it. The gap $E-F\approx 1.125\,T$ is less than $2T\ln 2\approx 1.386\,T$, a value it approaches as $\Delta\to 0$. The average $(E+F)/2\approx -0.013\,T$ lies close to $E_0$.

## The bounds for M levels

Let $M$ fixed levels $e_i$ hold $N$ electrons on average, where $N$ is an integer and $0<N<M$, with

$$f_i=\frac{1}{1+e^{(e_i-\mu)/T}},\qquad \sum_i f_i=N .$$

Write $\sigma(x)=-[x\ln x+(1-x)\ln(1-x)]$ for the entropy of one level, with $0\ln 0=0$. Set $E=\sum_i f_ie_i$, $S=\sum_i\sigma(f_i)$ and $F=E-TS$, and let $E_0$ be the sum of the $N$ lowest levels. Then

$$F\le E_0\le E,\qquad E-F\le TM\ln 2 .$$

For metals treated with Fermi-Dirac smearing, this limits the smearing error of the band energy when the levels are finite in number and held fixed.

**Entropy and cross entropy.** Let $0\le g\le 1$ and $0<f<1$. For $a,b>0$, $\ln(b/a)\le b/a-1$ gives $a\ln b-a\ln a\le b-a$, which also holds at $a=0$. Adding the cases $(a,b)=(g,f)$ and $(1-g,1-f)$ yields

$$\sigma(g)\le-[g\ln f+(1-g)\ln(1-f)],$$

with equality at $g=f$.

**Upper bound on F.** Since $1-f_i=e^{(e_i-\mu)/T}f_i$, we have $e_i-\mu=T[\ln(1-f_i)-\ln f_i]$. For any occupations $g_i\in[0,1]$ the entropy inequality becomes

$$T\sigma(g_i)\le -T\ln(1-f_i)+g_i(e_i-\mu).$$

Subtracting the equality for $g_i=f_i$ and rearranging gives

$$f_ie_i-T\sigma(f_i)\le g_ie_i-T\sigma(g_i)+\mu(f_i-g_i).$$

If $\sum_i g_i=N$, the $\mu$ terms cancel in the sum, so $F$ is at most the free energy of the $g_i$. Filling the $N$ lowest levels completely gives energy $E_0$ and zero entropy, hence $F\le E_0$.

**Lower bound on E.** Let $s$ be the set of the $N$ lowest levels and $c$ the highest energy in it. For $i\in s$, $(1-f_i)(e_i-c)\le 0$, so $e_i-c\le f_i(e_i-c)$. For $i\notin s$, $0\le f_i(e_i-c)$. Summing gives $E_0-Nc\le E-Nc$.

**The gap.** Cross entropy with $f=1/2$ gives $\sigma(f_i)\le\ln 2$, so $E-F=TS\le TM\ln 2$. As $E_0$ lies between $F$ and $E$, their midpoint is at most half this bound away from it.

## Levels, occupations and energies in Lean

The finite type `ι` labels the levels, and $M$ is `Fintype.card ι`. Each label is one state holding at most one electron, so spin partners and degenerate states count separately.

```lean
import Mathlib

open Filter Topology

namespace SmearedFreeEnergy

noncomputable section

variable {ι : Type*} [Fintype ι]
```

The level energies are a function `e : ι → ℝ`. They don't respond to the occupations, so self-consistency is absent, as are unequal k-point weights.

```lean
/-- Fermi-Dirac occupation of level `i` at temperature `T ≠ 0` (with `k_B = 1`) and chemical
potential `μ`. -/
def fermi (T μ : ℝ) (e : ι → ℝ) (i : ι) : ℝ := 1 / (1 + Real.exp ((e i - μ) / T))

/-- Entropy of a single level with occupation `x` between 0 and 1. -/
def levelEntropy (x : ℝ) : ℝ := -(x * Real.log x + (1 - x) * Real.log (1 - x))
```

The energy functions accept arbitrary occupations `g`, which lets the Fermi-Dirac ones be compared with others.

```lean
/-- Band energy `E` of the levels `e` with occupations `g`. -/
def bandEnergy (e g : ι → ℝ) : ℝ := ∑ i, g i * e i

/-- Electronic entropy `S` of the occupations `g`. -/
def entropy (g : ι → ℝ) : ℝ := ∑ i, levelEntropy (g i)

/-- Free energy `F = E - T S` of the levels `e` with occupations `g`. -/
def freeEnergy (T : ℝ) (e g : ι → ℝ) : ℝ := bandEnergy e g - T * entropy g
```

The next definition describes the set $s$. Degeneracy at the highest filled energy may allow several such sets, all with the same energy sum.

```lean
/-- The set `s` consists of `N` lowest levels: it has `N` members, and none of them lies above
a level outside `s`. -/
def IsGroundFilling (e : ι → ℝ) (N : ℕ) (s : Finset ι) : Prop :=
  s.card = N ∧ ∀ i ∈ s, ∀ j ∉ s, e i ≤ e j
```

## Fermi-Dirac occupations minimise the free energy

The first lemma inverts the occupation formula: `h1` is the relation between $1-f_i$ and $f_i$, and taking its logarithm gives the level energy.

```lean
omit [Fintype ι] in
/-- At `T > 0` a Fermi-Dirac occupation `f` lies strictly between 0 and 1, and the level energy
measured from `μ` is `T (ln (1 - f) - ln f)`. -/
theorem fermi_spec {T : ℝ} (hT : 0 < T) (μ : ℝ) (e : ι → ℝ) (i : ι) :
    0 < fermi T μ e i ∧ fermi T μ e i < 1 ∧
      e i - μ = T * (Real.log (1 - fermi T μ e i) - Real.log (fermi T μ e i)) := by
  have hE := Real.exp_pos ((e i - μ) / T)
  have hf : 0 < fermi T μ e i := by unfold fermi; positivity
  have h : fermi T μ e i * (1 + Real.exp ((e i - μ) / T)) = 1 := by
    unfold fermi
    exact one_div_mul_cancel (by positivity)
  have h1 : 1 - fermi T μ e i = Real.exp ((e i - μ) / T) * fermi T μ e i := by
    linear_combination (-1) * h
  refine ⟨hf, by linarith [mul_pos hE hf], ?_⟩
  have h2 : T * ((e i - μ) / T) = e i - μ := by field_simp
  rw [h1, Real.log_mul hE.ne' hf.ne', Real.log_exp, add_sub_cancel_right]
  exact h2.symm
```

In the cross-entropy bound, `key` is the inequality for $a$ and $b$, with $a=0$ treated separately. It is used twice.

```lean
/-- The entropy of a level with occupation `g` in `[0, 1]` is at most its cross entropy with any
occupation `f` strictly between 0 and 1. -/
theorem levelEntropy_le {g f : ℝ} (hg0 : 0 ≤ g) (hg1 : g ≤ 1) (hf0 : 0 < f) (hf1 : f < 1) :
    levelEntropy g ≤ -(g * Real.log f + (1 - g) * Real.log (1 - f)) := by
  have key : ∀ a b : ℝ, 0 ≤ a → 0 < b → a * Real.log b - a * Real.log a ≤ b - a := by
    intro a b ha hb
    rcases ha.eq_or_lt with h | h
    · subst h
      simpa using hb.le
    · have h1 := Real.log_le_sub_one_of_pos (div_pos hb h)
      rw [Real.log_div hb.ne' h.ne'] at h1
      have h2 := mul_le_mul_of_nonneg_left h1 h.le
      have h3 : a * (b / a - 1) = b - a := by field_simp
      linarith
  unfold levelEntropy
  linarith [key g f hg0 hf0, key (1 - g) (1 - f) (by linarith) (by linarith)]
```

In the variational principle, `point` is the inequality for one level. Its `linear_combination` step adds the entropy bound, multiplied by $T$, to $(f_i-g_i)$ times the energy relation. After summation, `hsum` removes the term with $\mu$.

```lean
/-- Variational principle: at `T > 0` the Fermi-Dirac occupations have the lowest free energy
among all occupations in `[0, 1]` with the same number of electrons. -/
theorem freeEnergy_fermi_le {T μ : ℝ} (hT : 0 < T) (e g : ι → ℝ)
    (hg : ∀ i, 0 ≤ g i ∧ g i ≤ 1) (hsum : ∑ i, fermi T μ e i = ∑ i, g i) :
    freeEnergy T e (fermi T μ e) ≤ freeEnergy T e g := by
  -- level by level, with `μ` as the multiplier of the electron number
  have point : ∀ i, fermi T μ e i * e i - T * levelEntropy (fermi T μ e i) ≤
      g i * e i - T * levelEntropy (g i) + μ * (fermi T μ e i - g i) := by
    intro i
    obtain ⟨h0, h1, he⟩ := fermi_spec hT μ e i
    have hm := mul_le_mul_of_nonneg_left (levelEntropy_le (hg i).1 (hg i).2 h0 h1) hT.le
    simp only [levelEntropy] at hm ⊢
    linear_combination hm + (fermi T μ e i - g i) * he
  have h := Finset.sum_le_sum (fun i (_ : i ∈ Finset.univ) => point i)
  simp only [Finset.sum_add_distrib, Finset.sum_sub_distrib, ← Finset.mul_sum] at h
  rw [hsum, sub_self, mul_zero, add_zero] at h
  exact h
```

## No fractional filling lies below the ground filling

Here `c` is the separating energy. For an empty `s` any lower bound of the levels serves; otherwise it is the highest filled level. The two `nlinarith` calls are the filled and empty cases above.

```lean
/-- No occupations in `[0, 1]` that hold `N` electrons have a band energy below the sum of the
`N` lowest levels. -/
theorem ground_le_bandEnergy {e g : ι → ℝ} {N : ℕ} {s : Finset ι} (hs : IsGroundFilling e N s)
    (hg : ∀ i, 0 ≤ g i ∧ g i ≤ 1) (hsum : ∑ i, g i = N) :
    ∑ i ∈ s, e i ≤ bandEnergy e g := by
  classical
  -- an energy `c` that separates filled from empty levels
  obtain ⟨c, hc1, hc2⟩ : ∃ c, (∀ i ∈ s, e i ≤ c) ∧ ∀ j ∉ s, c ≤ e j := by
    rcases s.eq_empty_or_nonempty with h | h
    · obtain ⟨c, hc⟩ := (Set.finite_range e).bddBelow
      exact ⟨c, by simp [h], fun j _ => hc ⟨j, rfl⟩⟩
    · obtain ⟨k, hk, hmax⟩ := s.exists_max_image e h
      exact ⟨e k, hmax, hs.2 k hk⟩
  have point : ∀ i, (if i ∈ s then e i - c else 0) ≤ g i * e i - g i * c := by
    intro i
    split_ifs with hi
    · nlinarith [mul_nonneg (sub_nonneg.2 (hg i).2) (sub_nonneg.2 (hc1 i hi))]
    · nlinarith [mul_nonneg (hg i).1 (sub_nonneg.2 (hc2 i hi))]
  have h := Finset.sum_le_sum (fun i (_ : i ∈ Finset.univ) => point i)
  simp only [Finset.sum_ite_mem, Finset.univ_inter, Finset.sum_sub_distrib, Finset.sum_const,
    nsmul_eq_mul, ← Finset.sum_mul, hsum, hs.1] at h
  unfold bandEnergy
  linarith
```

## A ground filling and a chemical potential exist

Among all sets of $N$ levels, take one with the smallest energy sum. Replacing a member $i$ by an outsider $j$ changes the sum by $e_j-e_i$, which cannot be negative, so $e_i\le e_j$.

```lean
/-- A set of `N` lowest levels exists whenever `N` is at most the number of levels. -/
theorem exists_groundFilling (e : ι → ℝ) {N : ℕ} (hN : N ≤ Fintype.card ι) :
    ∃ s, IsGroundFilling e N s := by
  classical
  obtain ⟨s, hs, hmin⟩ := Finset.exists_min_image (Finset.powersetCard N Finset.univ)
    (fun s : Finset ι => ∑ i ∈ s, e i) (Finset.powersetCard_nonempty.2 (by simpa using hN))
  have hcard := (Finset.mem_powersetCard.1 hs).2
  refine ⟨s, hcard, fun i hi j hj => ?_⟩
  -- moving an electron from `i` to `j` cannot lower the minimal energy
  have hj' : j ∉ s.erase i := fun h => hj (Finset.mem_of_mem_erase h)
  have ht : insert j (s.erase i) ∈ Finset.powersetCard N Finset.univ := by
    refine Finset.mem_powersetCard.2 ⟨Finset.subset_univ _, ?_⟩
    rw [Finset.card_insert_of_notMem hj', Finset.card_erase_add_one hi, hcard]
  have h : ∑ k ∈ s, e k ≤ ∑ k ∈ insert j (s.erase i), e k := hmin _ ht
  rw [Finset.sum_insert hj'] at h
  linarith [Finset.add_sum_erase s e hi]
```

The electron number is continuous in $\mu$. It tends to $0$ as $\mu\to-\infty$ and to $M$ as $\mu\to\infty$, so it takes the value $N$ in between.

```lean
/-- For `0 < N < M` electrons in `M` levels at `T > 0`, some chemical potential makes the
Fermi-Dirac occupations sum to `N`. -/
theorem exists_chemicalPotential {T : ℝ} (hT : 0 < T) (e : ι → ℝ) {N : ℕ} (h0 : 0 < N)
    (hN : N < Fintype.card ι) : ∃ μ, ∑ i, fermi T μ e i = N := by
  have hcont : Continuous (fun μ => ∑ i, fermi T μ e i) := by
    unfold fermi
    exact continuous_finsetSum _ fun i _ =>
      Continuous.div continuous_const (by fun_prop) (fun μ => by positivity)
  -- all levels empty as `μ → -∞`, all filled as `μ → ∞`
  have hlow : Tendsto (fun μ => ∑ i, fermi T μ e i) atBot (𝓝 (∑ _i : ι, (0 : ℝ))) := by
    refine tendsto_finsetSum _ fun i _ => ?_
    have h1 : Tendsto (fun μ : ℝ => (e i - μ) / T) atBot atTop := by
      simp only [sub_eq_add_neg]
      exact (tendsto_atTop_add_const_left _ (e i) tendsto_neg_atBot_atTop).atTop_div_const hT
    have h2 := tendsto_atTop_add_const_left _ (1 : ℝ) (Real.tendsto_exp_atTop.comp h1)
    simpa [fermi, Function.comp_def] using tendsto_inv_atTop_zero.comp h2
  have hhigh : Tendsto (fun μ => ∑ i, fermi T μ e i) atTop (𝓝 (∑ _i : ι, (1 : ℝ))) := by
    refine tendsto_finsetSum _ fun i _ => ?_
    have h1 : Tendsto (fun μ : ℝ => (e i - μ) / T) atTop atBot := by
      simp only [sub_eq_add_neg]
      exact (tendsto_atBot_add_const_left _ (e i) tendsto_neg_atTop_atBot).atBot_div_const hT
    have h2 := ((Real.tendsto_exp_atBot.comp h1).const_add 1).inv₀ (by norm_num)
    simpa [fermi, Function.comp_def] using h2
  obtain ⟨a, ha⟩ := (hlow.eventually_lt_const (u := (N : ℝ)) (by simpa using h0)).exists
  obtain ⟨b, hb⟩ := (hhigh.eventually_const_lt (u := (N : ℝ)) (by simpa using hN)).exists
  exact mem_range_of_exists_le_of_exists_ge hcont ⟨a, ha.le⟩ ⟨b, hb.le⟩
```

## The bracket and the error of the average

The main theorem takes a ground filling `hs` and a chemical potential satisfying `hN`, which expresses conservation of the electron number. If there are any levels, `hN` already forces $0<N<M$, because every occupation lies strictly between 0 and 1.

In the proof, `g` is the ground filling written as occupations 1 and 0; `hS` and `hE` compute its entropy and energy. The last part bounds each level's entropy by comparison with occupation $1/2$.

```lean
/-- For `N` electrons with Fermi-Dirac occupations at `T > 0`, the sum `E0` of the `N` lowest
levels obeys `F ≤ E0 ≤ E`, and `E - F ≤ T M ln 2` for `M` levels. -/
theorem free_le_ground_le_energy {T μ : ℝ} (hT : 0 < T) {e : ι → ℝ} {N : ℕ} {s : Finset ι}
    (hs : IsGroundFilling e N s) (hN : ∑ i, fermi T μ e i = N) :
    freeEnergy T e (fermi T μ e) ≤ ∑ i ∈ s, e i ∧
      ∑ i ∈ s, e i ≤ bandEnergy e (fermi T μ e) ∧
      bandEnergy e (fermi T μ e) - freeEnergy T e (fermi T μ e) ≤
        T * Fintype.card ι * Real.log 2 := by
  classical
  have hf : ∀ i, 0 ≤ fermi T μ e i ∧ fermi T μ e i ≤ 1 := fun i =>
    ⟨(fermi_spec hT μ e i).1.le, (fermi_spec hT μ e i).2.1.le⟩
  refine ⟨?_, ground_le_bandEnergy hs hf hN, ?_⟩
  · -- the ground filling competes in the variational principle, with zero entropy
    let g : ι → ℝ := fun i => if i ∈ s then 1 else 0
    have hg : ∀ i, 0 ≤ g i ∧ g i ≤ 1 := by
      intro i
      by_cases h : i ∈ s <;> simp [g, h]
    have hsum : ∑ i, g i = N := by
      simp only [g, Finset.sum_ite_mem, Finset.univ_inter, Finset.sum_const, nsmul_eq_mul,
        mul_one, hs.1]
    have hS : entropy g = 0 := Finset.sum_eq_zero fun i _ => by
      by_cases h : i ∈ s <;> simp [g, levelEntropy, h]
    have hE : bandEnergy e g = ∑ i ∈ s, e i := by
      simp only [bandEnergy, g, ite_mul, one_mul, zero_mul, Finset.sum_ite_mem,
        Finset.univ_inter]
    have h := freeEnergy_fermi_le hT e g hg (hN.trans hsum.symm)
    have hF : freeEnergy T e g = ∑ i ∈ s, e i := by
      rw [freeEnergy, hS, hE, mul_zero, sub_zero]
    exact h.trans_eq hF
  · -- each level contributes at most `ln 2` to the entropy
    have hl : ∀ i, levelEntropy (fermi T μ e i) ≤ Real.log 2 := by
      intro i
      have h := levelEntropy_le (f := 1 / 2) (hf i).1 (hf i).2 (by norm_num) (by norm_num)
      have h2 : Real.log (1 / 2) = -Real.log 2 := by rw [one_div, Real.log_inv]
      rw [show (1 : ℝ) - 1 / 2 = 1 / 2 by norm_num, h2] at h
      linarith
    have hS : entropy (fermi T μ e) ≤ Fintype.card ι * Real.log 2 := by
      have h := Finset.sum_le_sum (fun i (_ : i ∈ Finset.univ) => hl i)
      simpa [entropy] using h
    have h := mul_le_mul_of_nonneg_left hS hT.le
    unfold freeEnergy
    linarith
```

The average $(E+F)/2$ serves as an estimate of the energy at zero smearing. The bound on its error is linear in $T$ and makes no statement about faster convergence. `abs_le` splits the absolute value into two inequalities, which follow from the main theorem.

```lean
/-- For `N` electrons with Fermi-Dirac occupations at `T > 0` in `M` levels, the average
`(E + F) / 2` differs from the sum of the `N` lowest levels by at most `T M ln 2 / 2`. -/
theorem average_error_le {T μ : ℝ} (hT : 0 < T) {e : ι → ℝ} {N : ℕ} {s : Finset ι}
    (hs : IsGroundFilling e N s) (hN : ∑ i, fermi T μ e i = N) :
    |(bandEnergy e (fermi T μ e) + freeEnergy T e (fermi T μ e)) / 2 - ∑ i ∈ s, e i| ≤
      T * Fintype.card ι * Real.log 2 / 2 := by
  obtain ⟨h1, h2, h3⟩ := free_le_ground_le_energy hT hs hN
  rw [abs_le]
  constructor <;> linarith
```

When all levels lie at $\mu$, every occupation is $1/2$ and every level entropy is $\ln 2$. The electron number is then $M/2$, so for even $M$ this is a case of the main theorem in which the bound on $E-F$ is attained.

```lean
/-- At `T > 0`, if all `M` levels lie at the chemical potential, their Fermi-Dirac occupations sum
to `M / 2` and `E - F` equals `T M ln 2`. -/
theorem gap_eq_of_degenerate (T μ : ℝ) :
    ∑ i, fermi T μ (fun _ : ι => μ) i = (Fintype.card ι : ℝ) / 2 ∧
      bandEnergy (fun _ : ι => μ) (fermi T μ (fun _ => μ)) -
        freeEnergy T (fun _ : ι => μ) (fermi T μ (fun _ => μ)) =
          T * Fintype.card ι * Real.log 2 := by
  have hf : ∀ i : ι, fermi T μ (fun _ => μ) i = 1 / 2 := by
    intro i
    simp only [fermi, sub_self, zero_div, Real.exp_zero]
    norm_num
  have hl : levelEntropy (1 / 2) = Real.log 2 := by
    have h2 : Real.log (1 / 2) = -Real.log 2 := by rw [one_div, Real.log_inv]
    rw [levelEntropy, show (1 : ℝ) - 1 / 2 = 1 / 2 by norm_num, h2]
    ring
  constructor
  · simp only [hf, Finset.sum_const, Finset.card_univ, nsmul_eq_mul]
    ring
  · simp only [freeEnergy, entropy, hf, hl, Finset.sum_const, Finset.card_univ, nsmul_eq_mul]
    ring

end

end SmearedFreeEnergy
```

```lean
#print axioms SmearedFreeEnergy.freeEnergy_fermi_le
#print axioms SmearedFreeEnergy.exists_chemicalPotential
#print axioms SmearedFreeEnergy.average_error_le
#print axioms SmearedFreeEnergy.gap_eq_of_degenerate
```

```
'SmearedFreeEnergy.freeEnergy_fermi_le' depends on axioms: [propext, Classical.choice, Quot.sound]
'SmearedFreeEnergy.exists_chemicalPotential' depends on axioms: [propext, Classical.choice, Quot.sound]
'SmearedFreeEnergy.average_error_le' depends on axioms: [propext, Classical.choice, Quot.sound]
'SmearedFreeEnergy.gap_eq_of_degenerate' depends on axioms: [propext, Classical.choice, Quot.sound]
```
